# A positive semidefinite matrix is stationary under fermionic loss exactly when every lossy mode annihilates it

To test whether a density matrix $R$ is stationary when particle loss is the only dynamics, a simulation code can multiply $R$ by the annihilation matrix of each lossy mode and check that every product vanishes. Let $a_p$ be finitely many complex square matrices obeying the canonical anticommutation relations (CAR), with creators $a_p^\dagger$, number operators $n_p=a_p^\dagger a_p$ and real loss rates $\gamma_p$. The evolution is $\mathrm dR/\mathrm dt=D(R)$, with the dissipator

$$D(R)=\sum_p\gamma_p L_p(R),\qquad L_p(R)=a_pRa_p^\dagger-\tfrac12(n_pR+Rn_p).$$

For positive semidefinite $R$,

$$D(R)=0\iff a_pR=0\ \text{ for every } p \text{ with } \gamma_p\neq0.$$

The rate $\gamma_p$ stands for memoryless escape from mode $p$ into an environment that returns no particles.

## Where a master-equation code can use it

In a finite-mode model with loss as its only dynamics, the criterion identifies the dark states. The derivation also supplies a check on an implemented dissipator, valid for any matrix $R$:

$$\operatorname{tr}(n_qD(R))=-\gamma_q\operatorname{tr}(n_qR).$$

## From occupation decay to annihilation

Cyclicity of the trace moves the loss term onto an observable $X$:

$$\operatorname{tr}(XL_p(R))=\operatorname{tr}(L_p^*(X)R),\qquad L_p^*(X)=a_p^\dagger Xa_p-\tfrac12(Xn_p+n_pX).$$

Take $X=n_q$. If $p=q$, the CAR give $a_p^2=0$, so $a_p^\dagger n_pa_p=(a_p^\dagger)^2a_p^2=0$ and

$$n_p^2=a_p^\dagger(1-a_p^\dagger a_p)a_p=n_p.$$

Hence $L_p^*(n_p)=-n_p$. If $p\neq q$, anticommuting twice gives

$$n_qn_p=-a_q^\dagger a_p^\dagger a_qa_p=a_p^\dagger n_qa_p,\qquad n_pn_q=-a_p^\dagger a_q^\dagger a_pa_q=a_p^\dagger n_qa_p,$$

so $L_p^*(n_q)=0$. Summing over $p$ with the rates yields the decay law.

Now suppose $D(R)=0$ and $\gamma_q\neq0$. Then $\operatorname{tr}(n_qR)=0$. For any matrix $A$, let $u_i$ be the $i$th column of $A^\dagger$. Then

$$\operatorname{tr}(A^\dagger AR)=\operatorname{tr}(ARA^\dagger)=\sum_i u_i^\dagger Ru_i.$$

Each summand is nonnegative. If the sum is zero, every summand is zero, and positivity gives $Ru_i=0$. Thus $RA^\dagger=0$, and taking adjoints gives $AR=0$. Setting $A=a_q$ proves $a_qR=0$.

Conversely, $a_pR=0$ implies $Ra_p^\dagger=0$ because $R$ is Hermitian. All three terms of $L_p(R)$ then vanish. Modes with zero rate contribute nothing.

If all rates are nonzero, the condition $a_pRv=0$ for all $p$ and $v$ says that the range of $R$ lies in the common kernel of the annihilators. For $R=|v\rangle\langle v|$, we have $a_pR=|a_pv\rangle\langle v|$, which vanishes exactly when $a_pv=0$; the case $v=0$ is immediate.

## The Lean file

```lean
import Mathlib

open Matrix
open scoped ComplexOrder

namespace FermionLossDarkState

noncomputable section

variable {ι n : Type*} [Fintype ι] [DecidableEq ι] [Fintype n] [DecidableEq n]

/-- The matrices `a p` annihilate fermions in the modes `p`: together with their adjoints
they obey the canonical anticommutation relations. -/
structure IsCAR (a : ι → Matrix n n ℂ) : Prop where
  anti : ∀ p q, a p * a q + a q * a p = 0
  mixed : ∀ p q, a p * (a q)ᴴ + (a q)ᴴ * a p = if p = q then 1 else 0

/-- The occupation number operator of mode `p`. -/
def number (a : ι → Matrix n n ℂ) (p : ι) : Matrix n n ℂ := (a p)ᴴ * a p

/-- The Lindblad term for loss of a particle from mode `p` at unit rate. -/
def lossTerm (a : ι → Matrix n n ℂ) (p : ι) (R : Matrix n n ℂ) : Matrix n n ℂ :=
  a p * R * (a p)ᴴ - (1 / 2 : ℂ) • (number a p * R + R * number a p)

/-- The dissipator of particle loss with rate `γ p` in mode `p`. -/
def dissipator (γ : ι → ℝ) (a : ι → Matrix n n ℂ) (R : Matrix n n ℂ) : Matrix n n ℂ :=
  ∑ p, (γ p : ℂ) • lossTerm a p R

/-- The loss term in the Heisenberg picture, acting on an observable `X`. -/
def lossAdjoint (a : ι → Matrix n n ℂ) (p : ι) (X : Matrix n n ℂ) : Matrix n n ℂ :=
  (a p)ᴴ * X * a p - (1 / 2 : ℂ) • (X * number a p + number a p * X)

omit [Fintype ι] [DecidableEq ι] [DecidableEq n] in
/-- Under the trace, the loss term can be moved from the state to the observable. -/
theorem trace_mul_lossTerm (a : ι → Matrix n n ℂ) (p : ι) (X R : Matrix n n ℂ) :
    trace (X * lossTerm a p R) = trace (lossAdjoint a p X * R) := by
  have h1 : trace (X * (a p * R * (a p)ᴴ)) = trace ((a p)ᴴ * X * a p * R) := by
    rw [← Matrix.mul_assoc, trace_mul_comm]
    simp only [Matrix.mul_assoc]
  have h2 : trace (X * (R * number a p)) = trace (number a p * X * R) := by
    rw [← Matrix.mul_assoc, trace_mul_comm, ← Matrix.mul_assoc]
  unfold lossTerm lossAdjoint
  rw [Matrix.mul_sub, Matrix.mul_smul, Matrix.mul_add, trace_sub, trace_smul, trace_add,
    h1, h2, Matrix.sub_mul, Matrix.smul_mul, Matrix.add_mul, trace_sub, trace_smul,
    trace_add, Matrix.mul_assoc X]

omit [Fintype ι] in
/-- In the Heisenberg picture, loss from mode `p` turns the occupation of mode `q` into minus
itself if `p = q`, and into zero otherwise. -/
theorem lossAdjoint_number {a : ι → Matrix n n ℂ} (h : IsCAR a) (p q : ι) :
    lossAdjoint a p (number a q) = if p = q then -number a q else 0 := by
  unfold lossAdjoint number
  by_cases hpq : p = q
  · subst hpq
    rw [if_pos rfl]
    -- Pauli principle: a mode cannot be emptied twice
    have haa : a p * a p = 0 := by
      have h2 : a p * a p = (1 / 2 : ℂ) • (a p * a p + a p * a p) := by module
      rw [h2, h.anti p p, smul_zero]
    have h1 : a p * (a p)ᴴ + (a p)ᴴ * a p = 1 := (h.mixed p p).trans (if_pos rfl)
    have e0 : (a p)ᴴ * ((a p)ᴴ * a p) * a p = 0 := by
      calc (a p)ᴴ * ((a p)ᴴ * a p) * a p = (a p)ᴴ * (a p)ᴴ * (a p * a p) := by noncomm_ring
        _ = 0 := by rw [haa, mul_zero]
    have e1 : (a p)ᴴ * a p * ((a p)ᴴ * a p) = (a p)ᴴ * a p := by
      calc (a p)ᴴ * a p * ((a p)ᴴ * a p)
          = (a p)ᴴ * (a p * (a p)ᴴ + (a p)ᴴ * a p) * a p
            - (a p)ᴴ * ((a p)ᴴ * a p) * a p := by noncomm_ring
        _ = (a p)ᴴ * a p := by rw [h1, e0, mul_one, sub_zero]
    rw [e0, e1]
    module
  · rw [if_neg hpq]
    have h1 : a p * (a q)ᴴ + (a q)ᴴ * a p = 0 := (h.mixed p q).trans (if_neg hpq)
    have h2 : a q * (a p)ᴴ + (a p)ᴴ * a q = 0 :=
      (h.mixed q p).trans (if_neg (Ne.symm hpq))
    have h4 : (a p)ᴴ * (a q)ᴴ + (a q)ᴴ * (a p)ᴴ = 0 := by
      have h5 := congrArg conjTranspose (h.anti q p)
      simpa only [conjTranspose_add, conjTranspose_mul, conjTranspose_zero] using h5
    -- both orderings of the two number operators equal the normal-ordered product
    have e1 : (a q)ᴴ * a q * ((a p)ᴴ * a p) = (a p)ᴴ * ((a q)ᴴ * a q) * a p := by
      calc (a q)ᴴ * a q * ((a p)ᴴ * a p)
          = (a q)ᴴ * (a q * (a p)ᴴ + (a p)ᴴ * a q) * a p
            - ((a p)ᴴ * (a q)ᴴ + (a q)ᴴ * (a p)ᴴ) * a q * a p
            + (a p)ᴴ * ((a q)ᴴ * a q) * a p := by noncomm_ring
        _ = _ := by rw [h2, h4]; simp
    have e2 : (a p)ᴴ * a p * ((a q)ᴴ * a q) = (a p)ᴴ * ((a q)ᴴ * a q) * a p := by
      calc (a p)ᴴ * a p * ((a q)ᴴ * a q)
          = (a p)ᴴ * (a p * (a q)ᴴ + (a q)ᴴ * a p) * a q
            - (a p)ᴴ * (a q)ᴴ * (a p * a q + a q * a p)
            + (a p)ᴴ * ((a q)ᴴ * a q) * a p := by noncomm_ring
        _ = _ := by rw [h1, h.anti p q]; simp
    rw [e1, e2]
    module

/-- The dissipator drains the mean occupation of mode `q` at the rate `γ q` times that
occupation. -/
theorem trace_number_mul_dissipator {a : ι → Matrix n n ℂ} (h : IsCAR a) (γ : ι → ℝ)
    (R : Matrix n n ℂ) (q : ι) :
    trace (number a q * dissipator γ a R) = -(γ q : ℂ) * trace (number a q * R) := by
  have key : ∀ p, trace (number a q * ((γ p : ℂ) • lossTerm a p R)) =
      if p = q then -(γ q : ℂ) * trace (number a q * R) else 0 := by
    intro p
    rw [Matrix.mul_smul, trace_smul, trace_mul_lossTerm, lossAdjoint_number h]
    by_cases hpq : p = q
    · subst hpq
      simp
    · simp [hpq]
  unfold dissipator
  rw [Matrix.mul_sum, trace_sum, Finset.sum_congr rfl fun p _ => key p]
  simp

omit [DecidableEq n] in
/-- If the mean of `A† A` vanishes in a positive semidefinite `R`, then `A` annihilates `R`. -/
theorem mul_eq_zero_of_trace {R : Matrix n n ℂ} (hR : R.PosSemidef) (A : Matrix n n ℂ)
    (h : trace (Aᴴ * A * R) = 0) : A * R = 0 := by
  -- the trace is a sum of quadratic forms of `R` in the conjugated rows of `A`
  have hs : trace (Aᴴ * A * R) =
      ∑ i, star (fun k => star (A i k)) ⬝ᵥ R *ᵥ (fun k => star (A i k)) := by
    rw [Matrix.mul_assoc, trace_mul_comm, Matrix.mul_assoc]
    simp [Matrix.trace, Matrix.mul_apply, dotProduct, Matrix.mulVec]
  rw [hs, Finset.sum_eq_zero_iff_of_nonneg
    (fun i _ => hR.dotProduct_mulVec_nonneg _)] at h
  have hz : R * Aᴴ = 0 := by
    ext j i
    have h1 := (hR.dotProduct_mulVec_zero_iff _).1 (h i (Finset.mem_univ i))
    exact congrFun h1 j
  have h2 := congrArg conjTranspose hz
  rwa [conjTranspose_mul, conjTranspose_conjTranspose, hR.1.eq, conjTranspose_zero] at h2

/-- A positive semidefinite `R` is stationary under particle loss exactly when it is
annihilated by `a p` for every mode `p` with nonzero loss rate. -/
theorem dissipator_eq_zero_iff {a : ι → Matrix n n ℂ} (h : IsCAR a) (γ : ι → ℝ)
    {R : Matrix n n ℂ} (hR : R.PosSemidef) :
    dissipator γ a R = 0 ↔ ∀ p, γ p ≠ 0 → a p * R = 0 := by
  constructor
  · intro hD p hp
    have ht := trace_number_mul_dissipator h γ R p
    rw [hD, Matrix.mul_zero, trace_zero] at ht
    have hγ : -(γ p : ℂ) ≠ 0 := neg_ne_zero.2 (Complex.ofReal_ne_zero.2 hp)
    exact mul_eq_zero_of_trace hR (a p) ((mul_eq_zero.1 ht.symm).resolve_left hγ)
  · intro hz
    refine Finset.sum_eq_zero fun p _ => ?_
    by_cases hp : γ p = 0
    · simp [hp]
    · have h1 := hz p hp
      have h2 : R * (a p)ᴴ = 0 := by
        have h3 := congrArg conjTranspose h1
        rwa [conjTranspose_mul, hR.1.eq, conjTranspose_zero] at h3
      have h4 : number a p * R = 0 := by
        rw [number, Matrix.mul_assoc, h1, Matrix.mul_zero]
      have h5 : R * number a p = 0 := by
        rw [number, ← Matrix.mul_assoc, h2, Matrix.zero_mul]
      simp [lossTerm, h1, h4, h5]

/-- If every mode is lossy, a positive semidefinite `R` is stationary exactly when its range
consists of vacuum vectors, those annihilated by all `a p`. -/
theorem stationary_iff_range_le_vacua {a : ι → Matrix n n ℂ} (h : IsCAR a) {γ : ι → ℝ}
    (hγ : ∀ p, γ p ≠ 0) {R : Matrix n n ℂ} (hR : R.PosSemidef) :
    dissipator γ a R = 0 ↔
      LinearMap.range R.mulVecLin ≤ ⨅ p, LinearMap.ker (a p).mulVecLin := by
  rw [dissipator_eq_zero_iff h γ hR]
  constructor
  · rintro hz _ ⟨v, rfl⟩
    rw [Submodule.mem_iInf]
    intro p
    rw [LinearMap.mem_ker, mulVecLin_apply, mulVecLin_apply, mulVec_mulVec, hz p (hγ p),
      zero_mulVec]
  · intro hz p _
    ext i j
    have h1 := (Submodule.mem_iInf _).1 (hz ⟨Pi.single j 1, rfl⟩) p
    rw [LinearMap.mem_ker, mulVecLin_apply, mulVecLin_apply, mulVec_mulVec] at h1
    simpa using congrFun h1 i

/-- The projector-like matrix `|v⟩⟨v|` is stationary under loss exactly when `v` is annihilated
by `a p` for every mode `p` with nonzero loss rate. -/
theorem pure_stationary_iff {a : ι → Matrix n n ℂ} (h : IsCAR a) (γ : ι → ℝ) (v : n → ℂ) :
    dissipator γ a (vecMulVec v (star v)) = 0 ↔ ∀ p, γ p ≠ 0 → a p *ᵥ v = 0 := by
  rw [dissipator_eq_zero_iff h γ (posSemidef_vecMulVec_self_star v)]
  refine forall_congr' fun p => imp_congr_right fun _ => ?_
  have hm : a p * vecMulVec v (star v) = vecMulVec (a p *ᵥ v) (star v) := by
    ext i j
    simp [Matrix.mul_apply, vecMulVec_apply, mulVec, dotProduct, Finset.sum_mul, mul_assoc]
  rw [hm]
  constructor
  · intro hz
    by_cases hv : v = 0
    · rw [hv, mulVec_zero]
    · obtain ⟨j, hj⟩ := Function.ne_iff.1 hv
      ext i
      have h1 : (a p *ᵥ v) i * star (v j) = 0 := congrFun (congrFun hz i) j
      exact (mul_eq_zero.1 h1).resolve_right (star_ne_zero.2 hj)
  · intro hz
    ext i j
    simp [hz, vecMulVec_apply]

/-- Annihilators of two fermionic modes in the occupation basis `00, 01, 10, 11`. -/
def twoMode : Fin 2 → Matrix (Fin 4) (Fin 4) ℂ :=
  ![!![0, 0, 1, 0; 0, 0, 0, 1; 0, 0, 0, 0; 0, 0, 0, 0],
    !![0, 1, 0, 0; 0, 0, 0, 0; 0, 0, 0, -1; 0, 0, 0, 0]]

/-- The explicit two-mode matrices obey the canonical anticommutation relations. -/
theorem isCAR_witness : IsCAR twoMode := by
  -- expand products into matrix entries before inserting the explicit matrices
  constructor <;> intro p q <;> ext i j <;>
    simp only [Matrix.add_apply, Matrix.mul_apply, Fin.sum_univ_four,
      Matrix.conjTranspose_apply] <;>
    fin_cases p <;> fin_cases q <;> fin_cases i <;> fin_cases j <;>
    simp [twoMode]

end

end FermionLossDarkState
```

```lean
#print axioms FermionLossDarkState.stationary_iff_range_le_vacua
#print axioms FermionLossDarkState.pure_stationary_iff
```

```
'FermionLossDarkState.stationary_iff_range_le_vacua' depends on axioms: [propext, Classical.choice, Quot.sound]
'FermionLossDarkState.pure_stationary_iff' depends on axioms: [propext, Classical.choice, Quot.sound]
```

## How the code matches the physics

The type `ι` labels modes and `n` labels basis states. `IsCAR` contains the anticommutation relations, with `ᴴ` for the adjoint; `number`, `lossTerm` and `dissipator` are $n_p$, $L_p$ and $D$. The hypothesis `R.PosSemidef` includes Hermiticity but imposes no unit trace.

`trace_mul_lossTerm` performs the cyclic move, and `lossAdjoint_number` treats the equal and distinct modes separately. There `noncomm_ring` verifies identities that expose anticommutators or the square of `a p`, whose values are then substituted. `trace_number_mul_dissipator` collapses the sum to the decay law, and `mul_eq_zero_of_trace` carries out the positivity argument. `dissipator_eq_zero_iff` combines them.

`stationary_iff_range_le_vacua` expresses the common kernel as an infimum of kernels, testing the range on basis vectors for the reverse implication. `pure_stationary_iff` uses a nonzero component of `v` to recover `a p *ᵥ v = 0`. Finally, `isCAR_witness` checks an explicit two-mode representation entry by entry, including the fermionic minus sign.

## Exact zeros, pure loss and possibly several vacua

The equivalence concerns exact zeros; it supplies no tolerance for floating-point residuals. It covers loss through the individual $a_p$, without a Hamiltonian, gain or dephasing, and says nothing about convergence in time. The rates may have either sign in the theorem, although physical loss rates are nonnegative.

The CAR are assumed for the supplied matrices, and the representation need not be irreducible. The common kernel can therefore have dimension greater than one, in which case mixtures and coherences among vacua are also stationary.
